# For $2k\le N$ there are $\binom Nk-\binom N{k-1}$ extended Rumer diagrams with $k$ arcs on $N$ sites

## Spin pairings as sets of arcs

To label spin eigenfunctions of $N$ electrons in singly occupied orbitals by pairing diagrams, one must first choose what counts as a diagram. Here it is a finite set of arcs $(a,b)$ with $a<b$ on the ordered sites $0,\dots,N-1$. No two arcs share a site or cross, and no unpaired site lies beneath an arc. "Extended" means that unpaired sites are allowed.

An arc stands for a singlet pair and an unpaired site for an up spin, so $k$ arcs belong to total spin $S=N/2-k$. For $N=3$, $k=1$ the diagrams are $\{(0,1)\}$ and $\{(1,2)\}$; the arc $(0,2)$ would cover the unpaired site 1.

For a fixed set of singly occupied orbitals, the count gives the size of a valence-bond basis of the spin functions with total spin $S$ and spin projection $M=S$, once it is known that the functions attached to the diagrams form a basis of that space. That step is linear algebra and is not part of the theorems, which count diagrams only.

## What is stated

`IsRumer N D` says that the set of arcs `D` is a diagram on $N$ sites. Its field `covered` requires every site beneath an arc to be paired. `diagrams N k` is the finite set of diagrams with $k$ arcs; write $f(N,k)$ for its size.

The theorem `card_diagrams` says that, for $2k\le N+1$,
$$f(N,k)=\binom Nk-\binom N{k-1},\qquad \binom N{-1}=0.$$
The equation holds in the integers, so the subtraction is not truncated. The `if k = 0` supplies the convention for $\binom N{-1}$, because `k - 1` in the natural numbers would be 0 there. The range includes one case beyond the physical $2k\le N$, namely $2k=N+1$, where both sides vanish.

A second theorem, `sum_card_diagrams`, says that for $2K\le N$ the diagrams with at most $K$ arcs number $\binom NK$. This is also the number of spin products with $K$ down spins.

## Adding one site

Arcs share no site, so $2k\le N$ for every diagram with $k$ arcs. If $2k<N$, some site is unpaired, and there is a last such site $j$.

Let $2k<N$ and take a diagram with $k+1$ arcs on $N+1$ sites. The new last site is $N$.

- If site $N$ is unpaired, leaving it out gives a diagram with $k+1$ arcs on $N$ sites. Conversely, an unpaired site can always be added at the end.
- If site $N$ is joined to $i$, remove that arc. All sites between $i$ and $N$ remain paired, so $i$ is now the last unpaired site. No remaining arc covers $i$, since it would have crossed $(i,N)$. What is left is a diagram with $k$ arcs on $N$ sites.

Conversely, join the last unpaired site $j$ of a $k$-arc diagram to $N$. Everything beneath the new arc is paired, and an old arc crossing it would have covered $j$. Hence
$$f(N+1,k+1)=f(N,k+1)+f(N,k).$$
This is the branching rule for coupling one more spin $\tfrac12$: the total spin goes up or down by $\tfrac12$.

Now use induction on $N$, starting from $f(N,0)=1$ (the empty diagram). For $2k<N$, inserting the formula and applying Pascal's rule gives
$$\begin{aligned}f(N+1,k+1)&=\binom N{k+1}-\binom Nk+\binom Nk-\binom N{k-1}\\&=\left[\binom N{k+1}+\binom Nk\right]-\left[\binom Nk+\binom N{k-1}\right]\\&=\binom{N+1}{k+1}-\binom{N+1}k.\end{aligned}$$
For $N=2k$, there are too few sites for $k+1$ arcs, and $\binom{2k+1}{k+1}=\binom{2k+1}k$, so both sides are zero.

Summing the formula over $k=0,\dots,K$ telescopes to $\binom NK$.

## The Lean file

```lean
import Mathlib

open Finset

namespace ExtendedRumer

/-- Site `m` is paired in `D` if it is an end of some arc of `D`. -/
def Paired (D : Finset (ℕ × ℕ)) (m : ℕ) : Prop := ∃ p ∈ D, m = p.1 ∨ m = p.2

/-- An extended Rumer diagram on the ordered sites `0, ..., N - 1`: a set of arcs that share
no site, do not cross, and have no unpaired site beneath them. -/
structure IsRumer (N : ℕ) (D : Finset (ℕ × ℕ)) : Prop where
  arc : ∀ p ∈ D, p.1 < p.2 ∧ p.2 < N
  disjoint : ∀ p ∈ D, ∀ q ∈ D, ∀ m, (m = p.1 ∨ m = p.2) → (m = q.1 ∨ m = q.2) → p = q
  noncrossing : ∀ p ∈ D, ∀ q ∈ D, ¬ (p.1 < q.1 ∧ q.1 < p.2 ∧ p.2 < q.2)
  covered : ∀ p ∈ D, ∀ m, p.1 < m → m < p.2 → Paired D m

/-- Site `j` is the last unpaired site among `0, ..., N - 1`. -/
structure IsLastFree (N : ℕ) (D : Finset (ℕ × ℕ)) (j : ℕ) : Prop where
  lt : j < N
  free : ¬ Paired D j
  last : ∀ m, j < m → m < N → Paired D m

open Classical in
/-- The finite set of extended Rumer diagrams with `k` arcs on `N` sites. -/
noncomputable def diagrams (N k : ℕ) : Finset (Finset (ℕ × ℕ)) :=
  ((range N ×ˢ range N).powersetCard k).filter (IsRumer N)

variable {N k i j : ℕ} {D : Finset (ℕ × ℕ)}

/-- The set `diagrams N k` contains exactly the extended Rumer diagrams with `k` arcs. -/
theorem mem_diagrams : D ∈ diagrams N k ↔ IsRumer N D ∧ D.card = k := by
  classical
  rw [diagrams, mem_filter, mem_powersetCard]
  refine ⟨fun h => ⟨h.2, h.1.2⟩, fun ⟨h, hc⟩ => ⟨⟨fun p hp => ?_, hc⟩, h⟩⟩
  have := h.arc p hp
  exact mem_product.2 ⟨mem_range.2 (by omega), mem_range.2 this.2⟩

/-- Twice the number of arcs of a diagram is at most the number of sites. -/
theorem IsRumer.two_mul_card_le (h : IsRumer N D) : 2 * D.card ≤ N := by
  have h1 : (D.image Prod.fst).card = D.card := card_image_of_injOn fun p hp q hq e =>
    h.disjoint p (mem_coe.1 hp) q (mem_coe.1 hq) p.1 (Or.inl rfl) (Or.inl e)
  have h2 : (D.image Prod.snd).card = D.card := card_image_of_injOn fun p hp q hq e =>
    h.disjoint p (mem_coe.1 hp) q (mem_coe.1 hq) p.2 (Or.inr rfl) (Or.inr e)
  have h3 : Disjoint (D.image Prod.fst) (D.image Prod.snd) := by
    refine disjoint_left.2 fun m hm hm' => ?_
    obtain ⟨p, hp, e⟩ := mem_image.1 hm
    obtain ⟨q, hq, e'⟩ := mem_image.1 hm'
    rw [← h.disjoint p hp q hq m (Or.inl e.symm) (Or.inr e'.symm)] at e'
    have := (h.arc p hp).1
    omega
  have h4 := card_le_card (union_subset
    (image_subset_iff.2 fun p hp => mem_range.2 ((h.arc p hp).1.trans (h.arc p hp).2))
    (image_subset_iff.2 fun p hp => mem_range.2 (h.arc p hp).2))
  rw [card_union_of_disjoint h3, card_range] at h4
  omega

/-- If twice the number of arcs is less than `N`, there is a last unpaired site. -/
theorem exists_lastFree (h : 2 * D.card < N) : ∃ j, IsLastFree N D j := by
  classical
  have hne : ((range N).filter (fun m => ¬ Paired D m)).Nonempty := by
    by_contra hne
    have hsub : range N ⊆ D.image Prod.fst ∪ D.image Prod.snd := fun m hm => by
      obtain ⟨p, hp, e | e⟩ : Paired D m :=
        by_contra fun hn => hne ⟨m, mem_filter.2 ⟨hm, hn⟩⟩
      · exact mem_union_left _ (mem_image.2 ⟨p, hp, e.symm⟩)
      · exact mem_union_right _ (mem_image.2 ⟨p, hp, e.symm⟩)
    have := (card_le_card hsub).trans
      ((card_union_le _ _).trans (add_le_add card_image_le card_image_le))
    rw [card_range] at this
    omega
  obtain ⟨j, hj, hmax⟩ := exists_max_image _ id hne
  rw [mem_filter, mem_range] at hj
  exact ⟨j, hj.1, hj.2, fun m hjm hm => by_contra fun hn =>
    not_le_of_gt hjm (hmax m (mem_filter.2 ⟨mem_range.2 hm, hn⟩))⟩

/-- Joining the last unpaired site of a diagram to a new site at the end gives a diagram. -/
theorem IsRumer.add (h : IsRumer N D) (hj : IsLastFree N D j) :
    IsRumer (N + 1) (insert (j, N) D) := by
  have hnew : ∀ q ∈ D, ∀ m, (m = j ∨ m = N) → (m = q.1 ∨ m = q.2) → False := by
    rintro q hq m (e | e) hm
    · exact hj.free ⟨q, hq, by omega⟩
    · have := h.arc q hq
      omega
  have hmono : ∀ m, Paired D m → Paired (insert (j, N) D) m :=
    fun m ⟨p, hp, e⟩ => ⟨p, mem_insert_of_mem hp, e⟩
  refine ⟨fun p hp => ?_, fun p hp q hq m hm hm' => ?_, fun p hp q hq c => ?_,
    fun p hp m h1 h2 => ?_⟩ <;> rcases mem_insert.1 hp with rfl | hp
  · exact ⟨hj.lt, Nat.lt_succ_self N⟩
  · exact ⟨(h.arc p hp).1, Nat.lt_succ_of_lt (h.arc p hp).2⟩
  · rcases mem_insert.1 hq with rfl | hq
    exacts [rfl, (hnew q hq m hm hm').elim]
  · rcases mem_insert.1 hq with rfl | hq
    exacts [(hnew p hp m hm' hm).elim, h.disjoint p hp q hq m hm hm']
  · rcases mem_insert.1 hq with rfl | hq
    exacts [lt_irrefl _ c.1, lt_asymm c.2.2 (h.arc q hq).2]
  · -- an old arc crossing the new one would cover the unpaired site `j`
    rcases mem_insert.1 hq with rfl | hq
    exacts [hj.free (h.covered p hp j c.1 c.2.1), h.noncrossing p hp q hq c]
  · exact hmono m (hj.last m h1 h2)
  · exact hmono m (h.covered p hp m h1 h2)

/-- If the last site is paired, removing it and its arc leaves a diagram whose last unpaired
site is the former partner. -/
theorem IsRumer.remove (h : IsRumer (N + 1) D) (hi : (i, N) ∈ D) :
    IsRumer N (D.erase (i, N)) ∧ IsLastFree N (D.erase (i, N)) i := by
  have hold : ∀ q ∈ D.erase (i, N), q ∈ D ∧ q.2 < N ∧ ¬ (i = q.1 ∨ i = q.2) := by
    intro q hq
    obtain ⟨hne, hq⟩ := mem_erase.1 hq
    have h0 := h.arc q hq
    have h1 : q.2 ≠ N := fun e => hne (h.disjoint q hq _ hi N (Or.inr e.symm) (Or.inr rfl))
    exact ⟨hq, by omega, fun e => hne (h.disjoint q hq _ hi i e (Or.inl rfl))⟩
  have hkeep : ∀ m, m ≠ i → m ≠ N → Paired D m → Paired (D.erase (i, N)) m := by
    rintro m h1 h2 ⟨q, hq, e⟩
    refine ⟨q, mem_erase.2 ⟨?_, hq⟩, e⟩
    rintro rfl
    exact e.elim h1 h2
  refine ⟨⟨fun p hp => ⟨(h.arc p (hold p hp).1).1, (hold p hp).2.1⟩,
    fun p hp q hq => h.disjoint p (hold p hp).1 q (hold q hq).1,
    fun p hp q hq => h.noncrossing p (hold p hp).1 q (hold q hq).1, fun p hp m h1 h2 => ?_⟩,
    ⟨(h.arc _ hi).1, fun ⟨q, hq, e⟩ => (hold q hq).2.2 e,
    fun m h1 h2 => hkeep m (by omega) (by omega) (h.covered _ hi m h1 h2)⟩⟩
  obtain ⟨hpD, hpN, _⟩ := hold p hp
  refine hkeep m (fun e => ?_) (by omega) (h.covered p hpD m h1 h2)
  rw [e] at h1 h2
  exact h.noncrossing p hpD _ hi ⟨h1, h2, hpN⟩

/-- Branching rule: for `2k < N`, the diagrams with `k + 1` arcs on `N + 1` sites are as many
as those on `N` sites with `k + 1` arcs and with `k` arcs together. -/
theorem card_diagrams_succ (hk : 2 * k < N) : (diagrams (N + 1) (k + 1)).card =
    (diagrams N (k + 1)).card + (diagrams N k).card := by
  have hex : ∀ D ∈ diagrams N k, ∃ j, IsLastFree N D j := fun D hD =>
    exists_lastFree (by rw [(mem_diagrams.1 hD).2]; exact hk)
  choose! j hj using hex
  -- the last site is either unpaired or joined to the last unpaired site before it
  have hsplit : diagrams (N + 1) (k + 1) = diagrams N (k + 1) ∪
      (diagrams N k).image (fun D => insert (j D, N) D) := by
    ext D
    rw [mem_union, mem_image]
    constructor
    · intro hD
      obtain ⟨h, hc⟩ := mem_diagrams.1 hD
      by_cases hN : ∃ i, (i, N) ∈ D
      · obtain ⟨i, hi⟩ := hN
        obtain ⟨h', hl⟩ := h.remove hi
        have hmem : D.erase (i, N) ∈ diagrams N k :=
          mem_diagrams.2 ⟨h', by have := card_erase_of_mem hi; omega⟩
        have hl' := hj _ hmem
        have e : j (D.erase (i, N)) = i :=
          le_antisymm (not_lt.1 fun c => hl'.free (hl.last _ c hl'.lt))
            (not_lt.1 fun c => hl.free (hl'.last _ c hl.lt))
        refine Or.inr ⟨_, hmem, ?_⟩
        show insert (j (D.erase (i, N)), N) (D.erase (i, N)) = D
        rw [e, insert_erase hi]
      · refine Or.inl (mem_diagrams.2 ⟨⟨fun p hp => ?_, h.2, h.3, h.4⟩, hc⟩)
        have h1 := h.arc p hp
        have h2 : p.2 ≠ N := fun e => hN ⟨p.1, by rw [← e]; exact hp⟩
        exact ⟨h1.1, by omega⟩
    · rintro (hD | ⟨E, hE, rfl⟩)
      · obtain ⟨h, hc⟩ := mem_diagrams.1 hD
        exact mem_diagrams.2 ⟨⟨fun p hp => ⟨(h.arc p hp).1,
          Nat.lt_succ_of_lt (h.arc p hp).2⟩, h.2, h.3, h.4⟩, hc⟩
      · obtain ⟨h, hc⟩ := mem_diagrams.1 hE
        have hnot : (j E, N) ∉ E := fun hm => lt_irrefl N (h.arc _ hm).2
        exact mem_diagrams.2 ⟨h.add (hj E hE), by rw [card_insert_of_notMem hnot, hc]⟩
  have hdisj : Disjoint (diagrams N (k + 1))
      ((diagrams N k).image (fun D => insert (j D, N) D)) := by
    refine disjoint_left.2 fun D hD hD' => ?_
    obtain ⟨E, _, rfl⟩ := mem_image.1 hD'
    exact lt_irrefl N ((mem_diagrams.1 hD).1.arc (j E, N) (mem_insert_self _ _)).2
  have hsub : ∀ D ∈ diagrams N k, ∀ E : Finset (ℕ × ℕ),
      insert (j D, N) D = insert (j E, N) E → D ⊆ E := by
    intro D hD E e p hp
    rcases mem_insert.1 (e ▸ mem_insert_of_mem hp : p ∈ insert (j E, N) E) with rfl | hp'
    exacts [(lt_irrefl N ((mem_diagrams.1 hD).1.arc _ hp).2).elim, hp']
  rw [hsplit, card_union_of_disjoint hdisj, card_image_of_injOn]
  intro D hD E hE e
  exact Subset.antisymm (hsub D (mem_coe.1 hD) E e) (hsub E (mem_coe.1 hE) D e.symm)

/-- For `2k ≤ N + 1`, the number of extended Rumer diagrams with `k` arcs on `N` sites is
`C(N,k) - C(N,k-1)`, the second term being zero for `k = 0`. -/
theorem card_diagrams (N k : ℕ) (hk : 2 * k ≤ N + 1) : ((diagrams N k).card : ℤ) =
    (N.choose k : ℤ) - if k = 0 then 0 else (N.choose (k - 1) : ℤ) := by
  have hzero : ∀ M, (diagrams M 0).card = 1 := by
    refine fun M => Finset.card_eq_one.2 ⟨∅, ?_⟩
    ext D
    rw [mem_diagrams, mem_singleton]
    refine ⟨fun h => Finset.card_eq_zero.1 h.2, ?_⟩
    rintro rfl
    exact ⟨⟨by simp, by simp, by simp, by simp⟩, Finset.card_empty⟩
  induction N generalizing k with
  | zero =>
    obtain rfl : k = 0 := by omega
    simp [hzero]
  | succ N ih =>
    rcases k with _ | k
    · simp [hzero]
    rw [if_neg (show ¬ (k + 1 = 0) by omega), Nat.add_sub_cancel]
    rcases Nat.lt_or_ge (2 * k) N with h | h
    · -- branching rule against Pascal's rule
      rw [card_diagrams_succ h, Nat.cast_add, ih (k + 1) (by omega), ih k (by omega),
        if_neg (show ¬ (k + 1 = 0) by omega), Nat.add_sub_cancel]
      rcases k with _ | k
      · simp
      · rw [if_neg (show ¬ (k + 1 = 0) by omega), Nat.add_sub_cancel,
          Nat.choose_succ_succ' N (k + 1), Nat.choose_succ_succ' N k]
        push_cast
        ring
    · -- too few sites for `k + 1` arcs, and the two binomials agree
      obtain rfl : N = 2 * k := by omega
      have h0 : (diagrams (2 * k + 1) (k + 1)).card = 0 := by
        refine Finset.card_eq_zero.2 (eq_empty_of_forall_notMem fun D hD => ?_)
        obtain ⟨hR, hc⟩ := mem_diagrams.1 hD
        have := hR.two_mul_card_le
        omega
      rw [h0, Nat.choose_symm_half]
      simp

/-- For `2K ≤ N`, the extended Rumer diagrams with at most `K` arcs number `C(N,K)`. -/
theorem sum_card_diagrams (N K : ℕ) (hK : 2 * K ≤ N) :
    ∑ k ∈ range (K + 1), (diagrams N k).card = N.choose K := by
  induction K with
  | zero =>
    have h := card_diagrams N 0 (by omega)
    rw [if_pos rfl, sub_zero] at h
    rw [sum_range_succ, sum_range_zero, zero_add]
    exact_mod_cast h
  | succ K ih =>
    have h := card_diagrams N (K + 1) (by omega)
    rw [if_neg (show ¬ (K + 1 = 0) by omega), Nat.add_sub_cancel] at h
    rw [sum_range_succ, ih (by omega)]
    omega

end ExtendedRumer
```

```lean
#print axioms ExtendedRumer.card_diagrams
-- 'ExtendedRumer.card_diagrams' depends on axioms: [propext, Classical.choice, Quot.sound]
#print axioms ExtendedRumer.sum_card_diagrams
-- 'ExtendedRumer.sum_card_diagrams' depends on axioms: [propext, Classical.choice, Quot.sound]
```

## From arcs to the branching rule

`IsRumer.two_mul_card_le` counts left and right ends separately, and `exists_lastFree` finds $j$ as a maximum. `IsRumer.add` and `IsRumer.remove` are the two directions of the joining argument.

In `card_diagrams_succ`, `hsplit` is the case distinction on site $N$, and `hdisj` shows that the cases exclude each other. `hsub` gives injectivity: the added arc is the only one ending at $N$, so the old arcs can be recovered. `card_diagrams` then runs the induction, with `Nat.choose_symm_half` for the boundary case, and `sum_card_diagrams` does the telescoping by induction on $K$.

## Choosing the last unpaired site with `choose!`

`exists_lastFree` gives a site for each diagram, but the joining map needs a function. The line `choose! j hj using hex` produces `j`, defined on all sets of arcs, and `hj`, which guarantees its property only on `diagrams N k`. Plain `choose` would make `j` depend on a proof of membership as well. With `choose!`, the map `fun D => insert (j D, N) D` can go directly into `image`, whose size is then counted.
